# Pairwise bounds do not ensure that the occupations and pair occupations of three orbitals come from one ensemble

A many-fermion state is represented here by the weights of its occupation-number configurations, with all coherences between configurations left out. For a density operator $\rho$ on finitely many spin orbitals, the weight of the configuration with occupied set $S$ is $w(S)=\langle S|\rho|S\rangle$. These weights fix every $\langle \hat n_p\rangle$ and $\langle \hat n_p\hat n_q\rangle$. Conversely, any nonnegative weights of sum one belong to the mixture $\sum_S w(S)\,|S\rangle\langle S|$, whose natural orbitals can be taken to be the given ones.

The orbitals form a finite type `ι`, and a configuration is a `Finset ι`.

```lean
import Mathlib

open Finset

namespace PairOccupationCounterexample

noncomputable section

variable {ι : Type*} [Fintype ι] [DecidableEq ι]
```

An ensemble satisfies $w(S)\ge 0$ and $\sum_S w(S)=1$. Particle number is not fixed, so configurations of different sizes may mix.

```lean
/-- An ensemble of configurations: nonnegative weights of sum one on the sets of
occupied orbitals. -/
def IsEnsemble (w : Finset ι → ℝ) : Prop :=
  (∀ S, 0 ≤ w S) ∧ ∑ S, w S = 1
```

The occupation of orbital $p$ is $n_p=\sum_{S\ni p}w(S)$.

```lean
/-- The occupation of orbital `p`: the total weight of configurations containing `p`. -/
def occ (w : Finset ι → ℝ) (p : ι) : ℝ :=
  ∑ S, if p ∈ S then w S else 0
```

The pair occupation is $D_{pq}=\sum_{S\ni p,q}w(S)$, without a factor $1/2$.

```lean
/-- The pair occupation: the total weight of configurations containing both `p` and `q`. -/
def pairOcc (w : Finset ι → ℝ) (p q : ι) : ℝ :=
  ∑ S, if p ∈ S ∧ q ∈ S then w S else 0
```

Given numbers $n_p$ and $D_{pq}$ are representable if one ensemble yields them all. Only entries with $p\neq q$ are compared, so the diagonal of $D$ plays no role.

```lean
/-- Some ensemble has occupations `n` and, for distinct orbitals, pair occupations `D`. -/
def Representable (n : ι → ℝ) (D : ι → ι → ℝ) : Prop :=
  ∃ w : Finset ι → ℝ, IsEnsemble w ∧ (∀ p, occ w p = n p) ∧
    ∀ p q, p ≠ q → pairOcc w p q = D p q
```

The pairwise conditions are $\max(0,n_p+n_q-1)\le D_{pq}\le\min(n_p,n_q)$ for $p\ne q$.

```lean
/-- The bounds `max(0, n_p + n_q - 1) ≤ D_pq ≤ min(n_p, n_q)` for each pair of
distinct orbitals. -/
def PairBounds {ι : Type*} (n : ι → ℝ) (D : ι → ι → ℝ) : Prop :=
  ∀ p q, p ≠ q → max 0 (n p + n q - 1) ≤ D p q ∧ D p q ≤ min (n p) (n q)
```

## Inequalities that hold configuration by configuration

Let $a,b,c\in\{0,1\}$ tell whether $p,q,r$ are occupied in $S$. Then
$$ab\ge 0,\qquad a+b\le 1+ab,\qquad ab\le a,\qquad ab\le b .$$
Multiplying by $w(S)\ge0$ and summing over $S$ gives the pair bounds. In Lean, `Finset.sum_nonneg` (for the first inequality) and `Finset.sum_le_sum` (for the others) reduce the claim to one configuration, and a case split runs through the values of the indicators.

```lean
/-- In every ensemble the pair occupation lies between `max(0, n_p + n_q - 1)` and
`min(n_p, n_q)`. -/
theorem ensemble_pair_bounds {w : Finset ι → ℝ} (hw : IsEnsemble w) (p q : ι) :
    max 0 (occ w p + occ w q - 1) ≤ pairOcc w p q ∧
      pairOcc w p q ≤ min (occ w p) (occ w q) := by
  have h0 : 0 ≤ pairOcc w p q := by
    unfold pairOcc
    apply Finset.sum_nonneg
    intro S _
    have := hw.1 S
    split_ifs <;> linarith
  have h1 : occ w p + occ w q ≤ ∑ S, w S + pairOcc w p q := by
    simp only [occ, pairOcc, ← Finset.sum_add_distrib]
    apply Finset.sum_le_sum
    intro S _
    have := hw.1 S
    by_cases hp : p ∈ S <;> by_cases hq : q ∈ S <;>
      simp only [hp, hq, and_self, and_true, and_false, if_true, if_false] <;> linarith
  have h2 : pairOcc w p q ≤ occ w p := by
    simp only [occ, pairOcc]
    apply Finset.sum_le_sum
    intro S _
    have := hw.1 S
    by_cases hp : p ∈ S <;> by_cases hq : q ∈ S <;>
      simp only [hp, hq, and_self, and_true, and_false, if_true, if_false] <;> linarith
  have h3 : pairOcc w p q ≤ occ w q := by
    simp only [occ, pairOcc]
    apply Finset.sum_le_sum
    intro S _
    have := hw.1 S
    by_cases hp : p ∈ S <;> by_cases hq : q ∈ S <;>
      simp only [hp, hq, and_self, and_true, and_false, if_true, if_false] <;> linarith
  have hs := hw.2
  exact ⟨max_le h0 (by linarith), le_min h2 h3⟩
```

For three orbitals, $a+b+c\le 1+ab+ac+bc$. If $k$ indicators equal one, this reads $k\le 1+k(k-1)/2$, that is $0\le1$, $1\le1$, $2\le2$ or $3\le4$. Summation gives
$$n_p+n_q+n_r\le 1+D_{pq}+D_{pr}+D_{qr}.$$

```lean
/-- In every ensemble the occupations of three orbitals sum to at most one plus their
three pair occupations. -/
theorem ensemble_three_orbital_bound {w : Finset ι → ℝ} (hw : IsEnsemble w) (p q r : ι) :
    occ w p + occ w q + occ w r ≤ 1 + pairOcc w p q + pairOcc w p r + pairOcc w q r := by
  rw [← hw.2]
  simp only [occ, pairOcc, ← Finset.sum_add_distrib]
  -- the inequality holds configuration by configuration
  apply Finset.sum_le_sum
  intro S _
  have := hw.1 S
  by_cases hp : p ∈ S <;> by_cases hq : q ∈ S <;> by_cases hr : r ∈ S <;>
    simp only [hp, hq, hr, and_self, and_true, and_false, if_true, if_false] <;> linarith
```

Similarly $ab+ac\le a+bc$: for $a=0$ the left side vanishes, and for $a=1$ the claim is $b+c\le1+bc$. Hence $D_{pq}+D_{pr}\le n_p+D_{qr}$.

```lean
/-- In every ensemble two pair occupations sharing orbital `p` sum to at most the
occupation of `p` plus the remaining pair occupation. -/
theorem ensemble_triangle_bound {w : Finset ι → ℝ} (hw : IsEnsemble w) (p q r : ι) :
    pairOcc w p q + pairOcc w p r ≤ occ w p + pairOcc w q r := by
  simp only [occ, pairOcc, ← Finset.sum_add_distrib]
  apply Finset.sum_le_sum
  intro S _
  have := hw.1 S
  by_cases hp : p ∈ S <;> by_cases hq : q ∈ S <;> by_cases hr : r ∈ S <;>
    simp only [hp, hq, hr, and_self, and_true, and_false, if_true, if_false] <;> linarith
```

## Half-filled orbitals that are never occupied together

Take $n_p=1/2$ and $D_{pq}=0$ for three orbitals. Each pair bound reads $\max(0,0)\le0\le1/2$, which is true. The three-orbital inequality would require $3/2\le1$, so no ensemble exists. A calculation that varies pair occupations under pairwise bounds alone can therefore reach values that no state has, already for these diagonal density-matrix elements of three orbitals.

Nonnegativity of the weights is essential. With $w=1/2$ on each singly occupied configuration and $w(\varnothing)=-1/2$, the total is one and all the prescribed values are reproduced.

```lean
/-- Three orbitals with occupations 1/2 and vanishing pair occupations satisfy the bounds
for each pair, yet no ensemble reproduces these values. -/
theorem pair_bounds_not_sufficient :
    PairBounds (fun _ : Fin 3 => (1 / 2 : ℝ)) (fun _ _ => 0) ∧
      ¬ Representable (fun _ : Fin 3 => (1 / 2 : ℝ)) (fun _ _ => 0) := by
  constructor
  · intro p q _
    simp only [max_le_iff, le_min_iff]
    norm_num
  · rintro ⟨w, hw, hn, hd⟩
    -- the three-orbital bound would read 3/2 ≤ 1
    have h := ensemble_three_orbital_bound hw 0 1 2
    rw [hn 0, hn 1, hn 2, hd 0 1 (by decide), hd 0 2 (by decide), hd 1 2 (by decide)] at h
    norm_num at h
```

## The complete criterion for three orbitals

Label the orbitals $0,1,2$. A sum over configurations has eight terms, and `decide` confirms the list.

```lean
/-- A sum over the configurations of three orbitals, written out in its eight terms. -/
theorem sum_configurations (f : Finset (Fin 3) → ℝ) :
    ∑ S, f S = f ∅ + f {0} + f {1} + f {2} + f {0, 1} + f {0, 2} + f {1, 2}
      + f {0, 1, 2} := by
  have h : (Finset.univ : Finset (Finset (Fin 3))) =
      {∅, {0}, {1}, {2}, {0, 1}, {0, 2}, {1, 2}, {0, 1, 2}} := by decide
  rw [h, Finset.sum_insert, Finset.sum_insert, Finset.sum_insert, Finset.sum_insert,
    Finset.sum_insert, Finset.sum_insert, Finset.sum_insert, Finset.sum_singleton]
  all_goals first | decide | ring
```

Let $t$ be the weight of the fully occupied configuration. Inclusion-exclusion fixes the others:
$$w(\{0,1\})=D_{01}-t,\qquad w(\{0\})=n_0-D_{01}-D_{02}+t,$$
$$w(\varnothing)=1-n_0-n_1-n_2+D_{01}+D_{02}+D_{12}-t,$$
and likewise for the remaining pairs and single orbitals.

```lean
/-- Configuration weights obtained by inclusion-exclusion from `n`, `D` and the weight `t`
of the fully occupied configuration. -/
def threeWeights (n : Fin 3 → ℝ) (D : Fin 3 → Fin 3 → ℝ) (t : ℝ) (S : Finset (Fin 3)) : ℝ :=
  if 0 ∈ S then
    if 1 ∈ S then (if 2 ∈ S then t else D 0 1 - t)
    else (if 2 ∈ S then D 0 2 - t else n 0 - D 0 1 - D 0 2 + t)
  else
    if 1 ∈ S then (if 2 ∈ S then D 1 2 - t else n 1 - D 0 1 - D 1 2 + t)
    else (if 2 ∈ S then n 2 - D 0 2 - D 1 2 + t
      else 1 - n 0 - n 1 - n 2 + D 0 1 + D 0 2 + D 1 2 - t)
```

Nonnegativity bounds $t$ above by the three $D_{pq}$ and by $u=1-\sum_p n_p+\sum_{p<q}D_{pq}$, and below by $0$ and the three numbers $D_{pq}+D_{pr}-n_p$. A suitable $t$ exists if every lower bound is at most every upper bound:

- $0\le D_{pq}$ is a pair bound, and $0\le u$ is the three-orbital inequality.
- $D_{pq}+D_{pr}-n_p\le D_{pq}$ says $D_{pr}\le n_p$; the comparison with $D_{pr}$ is analogous.
- $D_{pq}+D_{pr}-n_p\le D_{qr}$ is the triangle inequality.
- $D_{pq}+D_{pr}-n_p\le u$ says $n_q+n_r-1\le D_{qr}$.

The proof takes $t$ as the smallest upper bound; `hl` then places each lower bound below it. The hypothesis `hD` states the symmetry $D_{pq}=D_{qp}$, which every pair occupation has.

For example, let $n_p=1/2$ and $D_{pq}=1/6$. Then $u=1-3/2+1/2=0$, so $t=0$. Each pair configuration and each single one has weight $1/6$, the empty one has weight $0$, and the total is $6\cdot\tfrac16=1$.

```lean
/-- For three orbitals and symmetric `D`, some ensemble has occupations `n` and, for distinct
orbitals, pair occupations `D` exactly when the pair bounds, the triangle bounds and the
three-orbital bound all hold. -/
theorem three_orbital_representable_iff {n : Fin 3 → ℝ} {D : Fin 3 → Fin 3 → ℝ}
    (hD : ∀ p q, D p q = D q p) :
    Representable n D ↔ PairBounds n D ∧
      (∀ p q r, p ≠ q → p ≠ r → q ≠ r → D p q + D p r ≤ n p + D q r) ∧
      n 0 + n 1 + n 2 ≤ 1 + D 0 1 + D 0 2 + D 1 2 := by
  constructor
  · rintro ⟨w, hw, hn, hd⟩
    refine ⟨fun p q hpq => ?_, fun p q r hpq hpr hqr => ?_, ?_⟩
    · rw [← hn p, ← hn q, ← hd p q hpq]
      exact ensemble_pair_bounds hw p q
    · rw [← hn p, ← hd p q hpq, ← hd p r hpr, ← hd q r hqr]
      exact ensemble_triangle_bound hw p q r
    · rw [← hn 0, ← hn 1, ← hn 2, ← hd 0 1 (by decide), ← hd 0 2 (by decide),
        ← hd 1 2 (by decide)]
      exact ensemble_three_orbital_bound hw 0 1 2
  · rintro ⟨hb, ht, hs⟩
    have h10 := hD 1 0
    have h20 := hD 2 0
    have h21 := hD 2 1
    have b01 := hb 0 1 (by decide)
    have b02 := hb 0 2 (by decide)
    have b12 := hb 1 2 (by decide)
    simp only [max_le_iff, le_min_iff] at b01 b02 b12
    obtain ⟨⟨a1, a2⟩, a3, a4⟩ := b01
    obtain ⟨⟨c1, c2⟩, c3, c4⟩ := b02
    obtain ⟨⟨d1, d2⟩, d3, d4⟩ := b12
    have t0 := ht 0 1 2 (by decide) (by decide) (by decide)
    have t1 := ht 1 0 2 (by decide) (by decide) (by decide)
    have t2 := ht 2 0 1 (by decide) (by decide) (by decide)
    -- the largest admissible weight of the fully occupied configuration
    obtain ⟨t, u1, u2, u3, u4, hl⟩ : ∃ t : ℝ, t ≤ D 0 1 ∧ t ≤ D 0 2 ∧ t ≤ D 1 2 ∧
        t ≤ 1 - n 0 - n 1 - n 2 + D 0 1 + D 0 2 + D 1 2 ∧
        ∀ x, x ≤ D 0 1 → x ≤ D 0 2 → x ≤ D 1 2 →
          x ≤ 1 - n 0 - n 1 - n 2 + D 0 1 + D 0 2 + D 1 2 → x ≤ t :=
      ⟨min (min (D 0 1) (D 0 2)) (min (D 1 2) _),
        (min_le_left _ _).trans (min_le_left _ _), (min_le_left _ _).trans (min_le_right _ _),
        (min_le_right _ _).trans (min_le_left _ _), (min_le_right _ _).trans (min_le_right _ _),
        fun _ a b c d => le_min (le_min a b) (le_min c d)⟩
    have l := hl 0 a1 c1 d1 (by linarith)
    have l0 := hl (D 0 1 + D 0 2 - n 0) (by linarith) (by linarith) (by linarith) (by linarith)
    have l1 := hl (D 0 1 + D 1 2 - n 1) (by linarith) (by linarith) (by linarith) (by linarith)
    have l2 := hl (D 0 2 + D 1 2 - n 2) (by linarith) (by linarith) (by linarith) (by linarith)
    refine ⟨threeWeights n D t, ⟨fun S => ?_, ?_⟩, fun p => ?_, fun p q hpq => ?_⟩
    · unfold threeWeights
      split_ifs <;> linarith
    · rw [sum_configurations]
      simp [threeWeights]
      ring
    · fin_cases p <;> simp [occ, sum_configurations, threeWeights] <;> ring
    · fin_cases p <;> fin_cases q <;> first
        | exact absurd rfl hpq
        | simp [pairOcc, sum_configurations, threeWeights, h10, h20, h21]
```

For equal occupations $x$ and no pair occupation, the criterion reduces to $x\ge0$, $2x\le1$ and $3x\le1$, hence to $0\le x\le1/3$. At $x=1/3$ exactly one of the three orbitals is occupied, each with weight $1/3$.

```lean
/-- Three orbitals with equal occupations `x` and vanishing pair occupations come from an
ensemble exactly when `0 ≤ x ≤ 1/3`. -/
theorem equal_occupations_threshold (x : ℝ) :
    Representable (fun _ : Fin 3 => x) (fun _ _ => 0) ↔ 0 ≤ x ∧ x ≤ 1 / 3 := by
  rw [three_orbital_representable_iff (fun _ _ => rfl)]
  constructor
  · rintro ⟨hb, _, h⟩
    have h' : x + x + x ≤ 1 + 0 + 0 + 0 := h
    have h0 : (0 : ℝ) ≤ min x x := (hb 0 1 (by decide)).2
    exact ⟨h0.trans (min_le_left _ _), by linarith⟩
  · rintro ⟨h0, h1⟩
    refine ⟨fun p q _ => ⟨max_le le_rfl ?_, le_min h0 h0⟩, fun _ _ _ _ _ _ => ?_, ?_⟩
    · show x + x - 1 ≤ (0 : ℝ)
      linarith
    · show (0 : ℝ) + 0 ≤ x + 0
      linarith
    · show x + x + x ≤ 1 + 0 + 0 + 0
      linarith

end

end PairOccupationCounterexample
```

```lean
#print axioms PairOccupationCounterexample.ensemble_three_orbital_bound
#print axioms PairOccupationCounterexample.pair_bounds_not_sufficient
#print axioms PairOccupationCounterexample.equal_occupations_threshold
```

```
'PairOccupationCounterexample.ensemble_three_orbital_bound' depends on axioms: [propext, Classical.choice, Quot.sound]
'PairOccupationCounterexample.pair_bounds_not_sufficient' depends on axioms: [propext, Classical.choice, Quot.sound]
'PairOccupationCounterexample.equal_occupations_threshold' depends on axioms: [propext, Classical.choice, Quot.sound]
```
